# Operator products in a non-orthogonal basis whose span the right-hand factor preserves

Let the columns of a complex matrix $M$ be linearly independent basis functions, with overlap $O=M^\dagger M$ and dual set $D=MO^{-1}$. Then $D^\dagger M=1$, and $MD^\dagger$ is the orthogonal projector on the span of the columns. If an operator $B$ maps this span into itself, then for every operator $A$

$$D^\dagger ABM=(D^\dagger AM)(D^\dagger BM),\qquad M^\dagger ABM=(M^\dagger AM)\,O^{-1}(M^\dagger BM).$$

The left-hand factor $A$ need not preserve the span.

## Products of wave functions in LAPW

In $GW$ and RPA calculations the Coulomb interaction acts on products of two wave functions. In the LAPW method such products can be expanded in a mixed product basis: products of radial functions times spherical harmonics inside the muffin-tin spheres, and plane waves restricted to the interstitial region. Two plane waves that are orthogonal over the whole cell are in general no longer orthogonal once the spheres are cut out, so the basis has a non-trivial overlap matrix.

The working equations contain operator products such as $vP$, with $v$ the Coulomb interaction and $P$ the polarisability. A program stores matrices and has to know how to multiply them. The rules above say where $O^{-1}$ enters and when the product of the stored matrices is exact, for a finite basis inside a finite-dimensional function space.

The condition on the right-hand factor has a physical meaning: acting on a function expanded in the basis, $B$ produces nothing that the basis can't represent. A polarisability built from wave-function products that all lie in the span has the form $MKM^\dagger$, with a coefficient matrix $K$, and therefore satisfies it. The Coulomb interaction in general does not, since the potential of a density in the span need not be a combination of the finitely many basis functions. In $vP$ the polarisability stands on the right, so the rule applies there without any condition on $v$.

## The statement in Lean's terms

The finite index type `m` labels an orthonormal reference basis, and the finite index type `n` labels the basis functions. A matrix `M : Matrix m n ℂ` holds the reference coefficients of function $j$ in column $j$. Operators are square matrices over `m`, and `ᴴ` is the Hermitian adjoint.

- `overlap M` is $O$ and `dual M` is $D$.
- `colSpan M` is the set of all combinations $Mc$, with $c$ a coefficient vector.
- `PreservesSpan B M` says that $Bv$ lies in the span for every $v$ in the span.
- `mixedRep M A` is $D^\dagger AM$. "Mixed" refers here to the dual set on the left and the basis on the right.
- `basisRep M A` is $M^\dagger AM$, the matrix elements between basis functions. In a non-orthonormal basis they differ in general from expansion coefficients: for $A=MKM^\dagger$ they are $OKO$, not $K$.

The hypothesis `LinearIndependent ℂ M.col` states that the columns are independent. It is needed explicitly because Lean assigns a value to the inverse of a singular matrix as well, and $D^\dagger M=1$ would then fail. No normalisation of the columns is assumed.

Besides the results stated at the start, the file contains a converse: $B$ preserves the span exactly when the second product rule holds for the pair $B^\dagger,B$. It also shows that $AB=1$ makes the mixed representations of $A$ and $B$ inverse matrices if $B$ preserves the span, and that every operator $MKM^\dagger$ preserves it.

The step from a crystal to this model is the replacement of the infinite-dimensional space of functions on the unit cell by the span of a finite reference basis, which is taken to contain the basis functions exactly.

## Overlap, dual set and projector

Suppose $Oc=0$. Then $0=c^\dagger M^\dagger Mc=\lVert Mc\rVert^2$, so $Mc=0$, and independence of the columns gives $c=0$. A square matrix with no non-zero null vector is invertible, so $O^{-1}$ exists.

Since $O$ is Hermitian, so is $O^{-1}$, and $D^\dagger=O^{-1}M^\dagger$. Hence

$$D^\dagger M=O^{-1}M^\dagger M=1.$$

Now let $Q=MD^\dagger=MO^{-1}M^\dagger$. This matrix is Hermitian, and

$$Q^2=M(D^\dagger M)D^\dagger=MD^\dagger=Q.$$

For any vector $w$, $Qw=M(D^\dagger w)$ lies in the span. Conversely, $Q(Mc)=M(D^\dagger M)c=Mc$, so every vector of the span is reached. A Hermitian idempotent matrix is the orthogonal projector on its range, which here is the span.

## The product rules and their converse

Let $B$ preserve the span. For every $c$ the vector $BMc$ lies in the span, so $QBMc=BMc$. As this holds for all $c$,

$$MD^\dagger BM=BM.$$

Multiply from the left by $LA$, where $L$ is any matrix of the shape of $M^\dagger$:

$$LABM=(LAM)(D^\dagger BM).$$

The choice $L=D^\dagger$ gives the first rule. The choice $L=M^\dagger$, with $D^\dagger=O^{-1}M^\dagger$, gives the second.

For the converse, assume the second rule for $A=B^\dagger$ and write $X=BM$. The rule then reads $X^\dagger X=X^\dagger QX$. Because $Q$ is Hermitian and idempotent,

$$(X-QX)^\dagger(X-QX)=X^\dagger X-X^\dagger QX=0.$$

The diagonal elements on the left are the squared norms of the columns of $X-QX$, so $X=QX$. Therefore $BMc=M(D^\dagger BMc)$ lies in the span for every $c$.

If $AB=1$ and $B$ preserves the span, the first rule gives $(D^\dagger AM)(D^\dagger BM)=D^\dagger M=1$. Finally, $(MKM^\dagger)v=M(KM^\dagger v)$ lies in the span for every $v$, whatever $K$ is.

The inverse relation bears on dielectric screening. Let $v$ again be the Coulomb interaction, no longer a vector. With $P=MKM^\dagger$, the operator $1-Pv$ sends $Mc$ to $M(c-KM^\dagger vMc)$ and so preserves the span; if it is invertible, the mixed representation of its inverse is the inverse of its own mixed representation $1-KM^\dagger vM$, a matrix of the size of the basis.

## One basis function

Take a single column $u\neq0$. Then $O=u^\dagger u$ is a positive number, $D=u/(u^\dagger u)$, and $MD^\dagger=uu^\dagger/(u^\dagger u)$ is the usual projector on one state. Preserving the span means $Bu=\lambda u$ for some number $\lambda$, so $u$ is an eigenvector of $B$. The second rule becomes

$$u^\dagger ABu=\frac{(u^\dagger Au)(u^\dagger Bu)}{u^\dagger u}.$$

For normalised $u$ and Hermitian $B$, the converse says that $\langle B^2\rangle=\langle B\rangle^2$ exactly when $u$ is an eigenvector: the variance vanishes only in an eigenstate. With $B=\sigma_x$ and $u$ the spin-up state along $z$, the two sides are $1$ and $0$, and $B$ does indeed take $u$ out of its span.

## The Lean file

```lean
import Mathlib

open Matrix
open scoped ComplexOrder

namespace MixedProductBasis

noncomputable section

variable {m n : Type*} [Fintype m] [Fintype n] [DecidableEq n]

/-- The overlap matrix `O = M†M` of the basis functions stored in the columns of `M`. -/
def overlap (M : Matrix m n ℂ) : Matrix n n ℂ := Mᴴ * M

/-- The dual set `D = M O⁻¹`, meant for linearly independent columns, where the overlap
matrix `O` is invertible. -/
def dual (M : Matrix m n ℂ) : Matrix m n ℂ := M * (overlap M)⁻¹

/-- The space spanned by the basis functions: all combinations `M c` of the columns. -/
def colSpan (M : Matrix m n ℂ) : Submodule ℂ (m → ℂ) := LinearMap.range M.mulVecLin

/-- The operator `B` maps the span of the basis functions into itself. -/
def PreservesSpan (B : Matrix m m ℂ) (M : Matrix m n ℂ) : Prop :=
  ∀ v ∈ colSpan M, B *ᵥ v ∈ colSpan M

/-- The mixed representation `D†AM` of an operator, with the dual set on the left and the
basis on the right, meant for linearly independent columns. -/
def mixedRep (M : Matrix m n ℂ) (A : Matrix m m ℂ) : Matrix n n ℂ := (dual M)ᴴ * A * M

/-- The matrix elements `M†AM` of an operator between basis functions. -/
def basisRep (M : Matrix m n ℂ) (A : Matrix m m ℂ) : Matrix n n ℂ := Mᴴ * A * M

omit [Fintype m] [DecidableEq n] in
/-- A vector lies in the span exactly when it is a combination `M c` of basis functions. -/
theorem mem_colSpan (M : Matrix m n ℂ) (v : m → ℂ) : v ∈ colSpan M ↔ ∃ c, M *ᵥ c = v := by
  simp only [colSpan, LinearMap.mem_range, Matrix.mulVecLin_apply]

/-- The overlap matrix of linearly independent basis functions is invertible. -/
theorem overlap_isUnit_det (M : Matrix m n ℂ) (hM : LinearIndependent ℂ M.col) :
    IsUnit (overlap M).det := by
  rw [isUnit_iff_ne_zero]
  intro h0
  obtain ⟨v, hv, hOv⟩ := Matrix.exists_mulVec_eq_zero_iff.mpr h0
  rw [overlap] at hOv
  -- a null vector of the overlap is a vanishing combination of the columns
  have hMv : M *ᵥ v = 0 := (Matrix.conjTranspose_mul_self_mulVec_eq_zero M v).mp hOv
  have hinj : Function.Injective M.mulVec := Matrix.mulVec_injective_iff.mpr hM
  have h : M *ᵥ v = M *ᵥ 0 := by rw [hMv, Matrix.mulVec_zero]
  exact hv (hinj h)

/-- The adjoint of the dual set is `D† = O⁻¹M†`. -/
theorem dual_conjTranspose (M : Matrix m n ℂ) : (dual M)ᴴ = (overlap M)⁻¹ * Mᴴ := by
  rw [dual, Matrix.conjTranspose_mul, Matrix.conjTranspose_nonsing_inv, overlap,
    Matrix.conjTranspose_mul, Matrix.conjTranspose_conjTranspose]

/-- For linearly independent basis functions the dual set is biorthogonal to the basis:
`D†M = 1`. -/
theorem dual_biorthogonal (M : Matrix m n ℂ) (hM : LinearIndependent ℂ M.col) :
    (dual M)ᴴ * M = 1 := by
  have h := Matrix.nonsing_inv_mul (overlap M) (overlap_isUnit_det M hM)
  rw [dual_conjTranspose, Matrix.mul_assoc]
  exact h

/-- For linearly independent basis functions `MD†` is the orthogonal projector on their span:
it is Hermitian and idempotent, and its range is the span. -/
theorem orthogonal_projector (M : Matrix m n ℂ) (hM : LinearIndependent ℂ M.col) :
    (M * (dual M)ᴴ)ᴴ = M * (dual M)ᴴ ∧
    (M * (dual M)ᴴ) * (M * (dual M)ᴴ) = M * (dual M)ᴴ ∧
    LinearMap.range (M * (dual M)ᴴ).mulVecLin = colSpan M := by
  have hD := dual_biorthogonal M hM
  refine ⟨?_, ?_, ?_⟩
  · rw [Matrix.conjTranspose_mul, Matrix.conjTranspose_conjTranspose, dual_conjTranspose,
      dual, Matrix.mul_assoc]
  · rw [Matrix.mul_assoc, ← Matrix.mul_assoc (dual M)ᴴ M, hD, Matrix.one_mul]
  · ext v
    rw [mem_colSpan M v, LinearMap.mem_range]
    simp only [Matrix.mulVecLin_apply]
    constructor
    · rintro ⟨w, hw⟩
      exact ⟨(dual M)ᴴ *ᵥ w, by rw [Matrix.mulVec_mulVec, hw]⟩
    · rintro ⟨c, hc⟩
      refine ⟨M *ᵥ c, ?_⟩
      rw [Matrix.mulVec_mulVec, Matrix.mul_assoc, hD, Matrix.mul_one, hc]

/-- If the basis functions are linearly independent and `B` preserves their span, the
projector `MD†` leaves `BM` unchanged. -/
theorem projector_mul (M : Matrix m n ℂ) (hM : LinearIndependent ℂ M.col)
    (B : Matrix m m ℂ) (hB : PreservesSpan B M) :
    M * (dual M)ᴴ * (B * M) = B * M := by
  have ext_vec : ∀ X Y : Matrix m n ℂ, (∀ c, X *ᵥ c = Y *ᵥ c) → X = Y := by
    intro X Y h
    ext i j
    have hij := congrFun (h (Pi.single j 1)) i
    simp only [Matrix.mulVec, dotProduct, Pi.single_apply, mul_ite, mul_one, mul_zero,
      Finset.sum_ite_eq', Finset.mem_univ, if_true] at hij
    exact hij
  apply ext_vec
  intro c
  -- `B M c` is again a combination `M d` of the basis functions
  obtain ⟨d, hd⟩ := (mem_colSpan M _).mp (hB (M *ᵥ c) ((mem_colSpan M _).mpr ⟨c, rfl⟩))
  rw [Matrix.mulVec_mulVec] at hd
  -- the projector leaves `M d` unchanged
  have e : (M * (dual M)ᴴ) *ᵥ (M *ᵥ d) = M *ᵥ d := by
    rw [Matrix.mulVec_mulVec, Matrix.mul_assoc, dual_biorthogonal M hM, Matrix.mul_one]
  rw [hd, Matrix.mulVec_mulVec] at e
  exact e

/-- Product rules in a linearly independent basis: if `B` preserves the span, then
`D†ABM = (D†AM)(D†BM)` and `M†ABM = (M†AM) O⁻¹ (M†BM)` for every operator `A`. -/
theorem operator_product (M : Matrix m n ℂ) (hM : LinearIndependent ℂ M.col)
    (A B : Matrix m m ℂ) (hB : PreservesSpan B M) :
    mixedRep M (A * B) = mixedRep M A * mixedRep M B ∧
    basisRep M (A * B) = basisRep M A * (overlap M)⁻¹ * basisRep M B := by
  -- insert the projector between the two operators
  have key : ∀ L : Matrix n m ℂ,
      L * (A * B) * M = (L * A * M) * ((dual M)ᴴ * B * M) := by
    intro L
    have h := congrArg (fun X => L * A * X) (projector_mul M hM B hB)
    simp only [Matrix.mul_assoc] at h ⊢
    exact h.symm
  constructor
  · unfold mixedRep
    exact key (dual M)ᴴ
  · unfold basisRep
    rw [key Mᴴ, dual_conjTranspose]
    simp only [Matrix.mul_assoc]

/-- For linearly independent basis functions, `B` preserves their span exactly when the
product rule `M†B†BM = (M†B†M) O⁻¹ (M†BM)` holds. -/
theorem preservesSpan_iff (M : Matrix m n ℂ) (hM : LinearIndependent ℂ M.col)
    (B : Matrix m m ℂ) :
    PreservesSpan B M ↔
      basisRep M (Bᴴ * B) = basisRep M Bᴴ * (overlap M)⁻¹ * basisRep M B := by
  refine ⟨fun hB => (operator_product M hM Bᴴ B hB).2, fun h => ?_⟩
  obtain ⟨hP, hPP, -⟩ := orthogonal_projector M hM
  -- if projecting `X` does not change its Gram matrix, it does not change `X`
  have gram : ∀ (P : Matrix m m ℂ) (X : Matrix m n ℂ), Pᴴ = P → P * P = P →
      Xᴴ * X = Xᴴ * (P * X) → X - P * X = 0 := by
    intro P X h1 h2 h3
    have e : P * (P * X) = P * X := by rw [← Matrix.mul_assoc, h2]
    apply Matrix.conjTranspose_mul_self_eq_zero.mp
    rw [Matrix.conjTranspose_sub, Matrix.conjTranspose_mul, h1]
    simp only [Matrix.sub_mul, Matrix.mul_sub, Matrix.mul_assoc, e, h3, sub_self]
  have hG : (B * M)ᴴ * (B * M) = (B * M)ᴴ * (M * (dual M)ᴴ * (B * M)) := by
    rw [dual_conjTranspose, Matrix.conjTranspose_mul]
    simp only [basisRep, Matrix.mul_assoc] at h ⊢
    exact h
  have hX := sub_eq_zero.mp (gram (M * (dual M)ᴴ) (B * M) hP hPP hG)
  intro v hv
  obtain ⟨c, rfl⟩ := (mem_colSpan M v).mp hv
  refine (mem_colSpan M _).mpr ⟨((dual M)ᴴ * (B * M)) *ᵥ c, ?_⟩
  rw [Matrix.mulVec_mulVec, Matrix.mulVec_mulVec, ← Matrix.mul_assoc, ← hX]

/-- If the basis functions are linearly independent, `B` preserves their span and `AB = 1`,
then the mixed representations of `A` and `B` are inverse to each other. -/
theorem mixedRep_inverse [DecidableEq m] (M : Matrix m n ℂ)
    (hM : LinearIndependent ℂ M.col) (A B : Matrix m m ℂ) (hB : PreservesSpan B M)
    (hAB : A * B = 1) : mixedRep M A * mixedRep M B = 1 := by
  rw [← (operator_product M hM A B hB).1, hAB, mixedRep, Matrix.mul_one,
    dual_biorthogonal M hM]

omit [DecidableEq n] in
/-- Every operator `M K M†` expanded in the basis functions, with any coefficient matrix `K`,
preserves their span. -/
theorem separable_preservesSpan (M : Matrix m n ℂ) (K : Matrix n n ℂ) :
    PreservesSpan (M * K * Mᴴ) M := by
  intro v _
  refine (mem_colSpan M _).mpr ⟨(K * Mᴴ) *ᵥ v, ?_⟩
  rw [Matrix.mulVec_mulVec, ← Matrix.mul_assoc]

end

end MixedProductBasis
```

```lean
#print axioms MixedProductBasis.operator_product
-- 'MixedProductBasis.operator_product' depends on axioms: [propext, Classical.choice, Quot.sound]
#print axioms MixedProductBasis.preservesSpan_iff
-- 'MixedProductBasis.preservesSpan_iff' depends on axioms: [propext, Classical.choice, Quot.sound]
#print axioms MixedProductBasis.mixedRep_inverse
-- 'MixedProductBasis.mixedRep_inverse' depends on axioms: [propext, Classical.choice, Quot.sound]
#print axioms MixedProductBasis.separable_preservesSpan
-- 'MixedProductBasis.separable_preservesSpan' depends on axioms: [propext, Classical.choice, Quot.sound]
```

## From the null vector to the projector

`overlap_isUnit_det` argues by contradiction. If the determinant of $O$ were zero, there would be a non-zero vector `v` with $Ov=0$. The Mathlib lemma `Matrix.conjTranspose_mul_self_mulVec_eq_zero` performs the norm step from $M^\dagger Mv=0$ to $Mv=0$. Linear independence, restated as injectivity of $c\mapsto Mc$, then forces $v=0$.

`dual_conjTranspose` is the formula $D^\dagger=O^{-1}M^\dagger$, and `dual_biorthogonal` combines it with the invertibility of $O$.

`orthogonal_projector` has three parts, in the order of the derivation: Hermitian, idempotent, and range equal to the span. In the last part, the two directions supply the vectors found above. An image $Qw$ is the combination with coefficients $D^\dagger w$, and a vector $Mc$ is its own preimage under $Q$.

## Inserting the projector

`projector_mul` proves $MD^\dagger BM=BM$. Its local statement `ext_vec` says that two matrices are equal if they act equally on all coefficient vectors; applying them to the unit vectors `Pi.single j 1` compares them column by column. For a given `c`, the hypothesis `hB` provides a `d` with $BMc=Md$, and biorthogonality shows that the projector leaves $Md$ unchanged.

In `operator_product` the local statement `key` is the identity with the free left factor $L$. Both rules are read off from it, with `(dual M)ᴴ` and `Mᴴ` in place of `L`.

The forward direction of `preservesSpan_iff` is the second rule with $A=B^\dagger$. For the backward direction, `gram` carries out the calculation with $(X-QX)^\dagger(X-QX)$ for a general Hermitian idempotent matrix, called `P` in the code, and uses the fact that a matrix with vanishing Gram matrix is zero. The equation `hG` rewrites the assumed product rule as $X^\dagger X=X^\dagger QX$ with $X=BM$. The last lines give $D^\dagger BMc$ as the coefficients of $BMc$.

`mixedRep_inverse` reads the first product rule from right to left, replaces $AB$ by the identity and ends with $D^\dagger M=1$. `separable_preservesSpan` names the coefficient vector $KM^\dagger v$ and needs no independence of the columns.
